# Readings of $\sum_i q_i/(y-x_i)$ at $n$ distinct off-site points determine the charges at $n$ known distinct sites

Let real charges $q_i$ sit at $n$ distinct known positions $x_i$ on a line, and let

$$F(y)=\sum_i \frac{q_i}{y-x_i}$$

be read at $m$ distinct points $y_j$, none of which is a site. If $m\ge n$ and every reading is zero, then every charge is zero. The charges are in fact given by an explicit formula in the readings. For $m=n$, every list of readings comes from exactly one set of charges. For $m<n$, there are charges, all of them nonzero, that give zero at every reading point.

Fitting point charges to a computed electrostatic potential in electronic structure work is an inverse problem of the same type; the version treated here has one axis, known sites, exact readings and the kernel $1/(y-x)$.

## Sites, reading points and the signed kernel

The sites are labelled by a finite index type `ι` with $n$ elements, the reading points by a finite index type `κ` with $m$ elements. Below, $i$ and $k$ run over sites, $j$ and $l$ over reading points.

```lean
import Mathlib

open Polynomial

namespace AxialChargeRecovery

noncomputable section

variable {ι κ : Type*} [Fintype ι] [DecidableEq ι] [Fintype κ] [DecidableEq κ]
```

The kernel $1/(y-x)$ changes sign as $y$ passes the charge. Up to a constant prefactor, it is the axial field of an infinite uniform line charge that crosses the axis at right angles at $x$, so $F$ is the field of a set of parallel line charges lying in one plane. It is also the Coulomb potential of point charges, provided that all reading points lie to the right of all sites, where $y-x_i=|y-x_i|$.

```lean
/-- The signed axial kernel sum at the point `y`, for charges `q i` at the sites `x i`. -/
def axialField (x q : ι → ℝ) (y : ℝ) : ℝ := ∑ i, q i / (y - x i)
```

Here `x` and `q` are functions from `ι` to the reals, and `axialField x q y` is $F(y)$ with the prefactor set to one.

The sign matters. With the unsigned potential $\sum_i q_i/|y-x_i|$ and reading points on both sides of a charge, the result can fail: charges $3$ at $-1$ and $-1$ at $1$ give $3/3-1/1=0$ at $y=2$ and $3/\tfrac32-1/\tfrac12=0$ at $y=\tfrac12$. The signed sum at $y=\tfrac12$ is $2+2=4$.

## Clearing the denominators

Multiplying $F$ by the product of all its denominators leaves a polynomial in a variable $X$,

$$N(X)=\sum_i q_i\prod_{k\ne i}(X-x_k).$$

It carries the same information as the field, but it can also be evaluated at the sites, where the field itself is singular.

```lean
/-- The polynomial obtained from the axial field by clearing all denominators. -/
def numerator (x q : ι → ℝ) : ℝ[X] :=
  ∑ i, C (q i) * ∏ k ∈ Finset.univ.erase i, (X - C (x k))
```

In Lean, `Finset.univ.erase i` is the set of all sites except $i$, and `C` turns a real number into a constant polynomial.

The product that will multiply $q_i$ at its own site is $\prod_{k\ne i}(x_i-x_k)$. Since the sites are distinct, each factor is nonzero, and so is the product.

```lean
/-- For distinct sites, the product of the distances (with sign) from one site to all the
others is nonzero. -/
theorem site_prod_ne_zero {x : ι → ℝ} (hx : Function.Injective x) (i : ι) :
    ∏ k ∈ Finset.univ.erase i, (x i - x k) ≠ 0 :=
  Finset.prod_ne_zero_iff.mpr fun _ hk =>
    sub_ne_zero.mpr fun h => Finset.ne_of_mem_erase hk (hx h).symm
```

Distinctness of the sites is the hypothesis `Function.Injective x`: equal positions imply equal labels. It is needed for the main result, because charges $1$ and $-1$ placed at the same position cancel in every reading.

## The numerator at a reading point

Let $y$ differ from every site. For each $i$, the factor $y-x_i$ in the full product cancels the denominator:

$$\Big(\prod_k (y-x_k)\Big)\frac{q_i}{y-x_i}=q_i\prod_{k\ne i}(y-x_k).$$

Summing over $i$ gives

$$N(y)=\Big(\prod_k (y-x_k)\Big)F(y).$$

A reading of the field is therefore a reading of $N$, up to a known nonzero factor.

```lean
/-- Away from the charges, the numerator is the field times the product of the signed
distances to all sites. -/
theorem numerator_eval_off {x : ι → ℝ} (q : ι → ℝ) {y : ℝ} (hy : ∀ i, y ≠ x i) :
    (numerator x q).eval y = (∏ k, (y - x k)) * axialField x q y := by
  simp only [numerator, axialField, Polynomial.eval_finsetSum, eval_mul, eval_C, eval_prod, eval_sub,
    eval_X, Finset.mul_sum]
  refine Finset.sum_congr rfl fun i _ => ?_
  have h := sub_ne_zero.mpr (hy i)
  rw [← Finset.mul_prod_erase Finset.univ (fun k => y - x k) (Finset.mem_univ i)]
  field_simp
```

The proof evaluates the polynomial and compares the two sums term by term. `Finset.mul_prod_erase` splits the factor $y-x_i$ off the full product, and `field_simp` carries out the cancellation, using that this factor is nonzero.

## The numerator at a site

Now set $X=x_i$. Every term of $N$ that belongs to another site (labelled `j` in the proof below) contains the factor $x_i-x_i=0$. Only the term of site $i$ survives:

$$N(x_i)=q_i\prod_{k\ne i}(x_i-x_k).$$

```lean
/-- At a site, the numerator is the charge there times the product of the signed distances
to the other sites. -/
theorem numerator_eval_site (x q : ι → ℝ) (i : ι) :
    (numerator x q).eval (x i) = q i * ∏ k ∈ Finset.univ.erase i, (x i - x k) := by
  simp only [numerator, Polynomial.eval_finsetSum, eval_mul, eval_C, eval_prod, eval_sub, eval_X]
  refine Finset.sum_eq_single i (fun j _ hj => ?_) (fun h => absurd (Finset.mem_univ i) h)
  -- every other term contains the factor `x i - x i`
  exact mul_eq_zero_of_right _ (Finset.prod_eq_zero
    (Finset.mem_erase.mpr ⟨hj.symm, Finset.mem_univ i⟩) (sub_self _))
```

`Finset.sum_eq_single` reduces the sum to its one surviving term, and `sub_self` supplies the vanishing factor in the others. No distinctness is needed for this identity; it is needed when one divides by the product to obtain $q_i$.

## The numerator has degree below $n$

Each product in $N$ has $n-1$ linear factors, hence degree $n-1$. Multiplying by constants and adding cannot raise the degree, so

$$\deg N<n.$$

The zero polynomial is included, with degree $-\infty$; this also covers the case of no charges.

```lean
/-- The degree of the numerator is smaller than the number of charges. -/
theorem numerator_degree_lt (x q : ι → ℝ) :
    (numerator x q).degree < (Fintype.card ι : WithBot ℕ) := by
  rw [← mem_degreeLT]
  refine Submodule.sum_mem _ fun i _ => ?_
  rw [← smul_eq_C_mul]
  refine Submodule.smul_mem _ _ ?_
  rw [mem_degreeLT]
  have h := Lagrange.degree_nodal (s := Finset.univ.erase i) (v := x)
  rw [Lagrange.nodal] at h
  rw [h]
  have hc : (Finset.univ.erase i).card < Fintype.card ι :=
    Finset.card_erase_lt_of_mem (Finset.mem_univ i)
  exact_mod_cast hc
```

The polynomials of degree below $n$ form a linear subspace, `degreeLT`, and the proof uses its closure under sums and scalar multiples. The degree of a single product comes from Mathlib's `Lagrange.nodal`, the polynomial with prescribed zeros.

## Interpolating through the readings

A polynomial of degree below $m$ is fixed by its values at $m$ distinct points. Since $\deg N<n\le m$, Lagrange interpolation through the reading points gives

$$N(X)=\sum_j N(y_j)\prod_{l\ne j}\frac{X-y_l}{y_j-y_l}.$$

Insert $N(y_j)=\prod_k(y_j-x_k)\,F(y_j)$, set $X=x_i$, and divide by the product that multiplies $q_i$ in $N(x_i)$:

$$q_i=\frac{\displaystyle\sum_j\Big(\prod_k(y_j-x_k)\Big)F(y_j)\prod_{l\ne j}\frac{x_i-y_l}{y_j-y_l}}{\displaystyle\prod_{k\ne i}(x_i-x_k)}.$$

The right-hand side depends on the charges only through the readings $F(y_j)$, so two sets of charges with the same readings are equal.

In the smallest nontrivial case, one charge at $x$ and one reading at $y$, the products over other sites and other reading points are empty and equal to one. The formula becomes $q=(y-x)F(y)$.

```lean
/-- Reconstruction formula: each charge is an explicit linear combination of the readings, provided
the sites are distinct, the reading points are distinct and off the sites, and there are at least as
many readings as charges. -/
theorem charge_reconstruction {x : ι → ℝ} {y : κ → ℝ} (hx : Function.Injective x)
    (hy : Function.Injective y) (hxy : ∀ j i, y j ≠ x i)
    (hc : Fintype.card ι ≤ Fintype.card κ) (q : ι → ℝ) (i : ι) :
    q i = (∑ j, ((∏ k, (y j - x k)) * axialField x q (y j)) *
        ∏ l ∈ Finset.univ.erase j, (x i - y l) / (y j - y l)) /
      ∏ k ∈ Finset.univ.erase i, (x i - x k) := by
  have hd : (numerator x q).degree < ((Finset.univ : Finset κ).card : WithBot ℕ) := by
    refine lt_of_lt_of_le (numerator_degree_lt x q) ?_
    rw [Finset.card_univ]
    exact_mod_cast hc
  -- the readings fix the numerator by Lagrange interpolation
  have hP := Lagrange.eq_interpolate_of_eval_eq (s := Finset.univ) (v := y)
    (fun j => (∏ k, (y j - x k)) * axialField x q (y j)) hy.injOn hd
    (fun j _ => numerator_eval_off q (hxy j))
  -- evaluating it at a site isolates the charge there
  have h := congrArg (eval (x i)) hP
  rw [numerator_eval_site, Lagrange.interpolate_apply, Polynomial.eval_finsetSum] at h
  rw [eq_div_iff (site_prod_ne_zero hx i), h]
  refine Finset.sum_congr rfl fun j _ => ?_
  simp only [eval_mul, eval_C, Lagrange.basis, eval_prod, Lagrange.basisDivisor, eval_sub,
    eval_X]
  congr 1
  exact Finset.prod_congr rfl fun l _ => (div_eq_inv_mul _ _).symm
```

The hypotheses are the physical ones: `hx` says that the sites are distinct, `hy` that the reading points are distinct, `hxy` that no reading point is a site, and `hc` that there are at least as many readings as charges. In the proof, `hP` is the interpolation identity for $N$, and `h` is its value at $x_i$. The closing lines write out the Lagrange basis polynomials as the quotients in the formula.

The formula concerns exact readings produced by charges at the stated sites. It gives no bound on how errors in the readings are amplified, and for $m>n$ it is not a least-squares fit to inconsistent data.

## Vanishing readings mean vanishing charges

If $F(y_j)=0$ for every $j$, each term in the numerator of the reconstruction formula is zero, and hence $q_i=0$ for every $i$.

```lean
/-- Let the sites be distinct. If the axial field vanishes at distinct points away from the sites,
at least as many as there are charges, then every charge is zero. -/
theorem charges_eq_zero {x : ι → ℝ} {y : κ → ℝ} (hx : Function.Injective x)
    (hy : Function.Injective y) (hxy : ∀ j i, y j ≠ x i)
    (hc : Fintype.card ι ≤ Fintype.card κ) (q : ι → ℝ)
    (h : ∀ j, ∑ i, q i / (y j - x i) = 0) (i : ι) : q i = 0 := by
  have h' : ∀ j, axialField x q (y j) = 0 := h
  rw [charge_reconstruction hx hy hxy hc q i]
  simp only [h', mul_zero, zero_mul, Finset.sum_const_zero, zero_div]
```

The hypothesis `h` writes the kernel sum out in full, so the statement can be read without the definition of `axialField`. The proof substitutes the reconstruction formula for $q_i$ and simplifies.

The distinctness of the reading points is essential. Put charges $2$ and $-1$ at the sites $0$ and $1$, and read twice at $y=2$. Both readings are $2/2-1/1=0$: there are as many readings as charges, but only one independent equation.

## Every list of $n$ readings has one source

Take $m=n$. The map that sends the charges to the readings,

$$(q_i)\longmapsto (F(y_j)),$$

is linear. By the preceding result, only zero charges give zero readings, so the map is injective. An injective linear map between spaces of the same finite dimension is surjective. Hence for any prescribed values $\varphi_j$ there is exactly one set of charges with $F(y_j)=\varphi_j$. Equivalently, the square matrix with entries $1/(y_j-x_i)$ is invertible.

```lean
/-- For distinct sites and equally many distinct reading points, none of them a site, every list of
readings is produced by exactly one choice of charges at the given sites. -/
theorem existsUnique_charges {x y : ι → ℝ} (hx : Function.Injective x)
    (hy : Function.Injective y) (hxy : ∀ j i, y j ≠ x i) (φ : ι → ℝ) :
    ∃! q : ι → ℝ, ∀ j, axialField x q (y j) = φ j := by
  -- the measurement as a linear map from charges to readings
  let T : (ι → ℝ) →ₗ[ℝ] (ι → ℝ) :=
    { toFun := fun q j => axialField x q (y j)
      map_add' := fun q r => by
        funext j
        simp [axialField, add_div, Finset.sum_add_distrib]
      map_smul' := fun c q => by
        funext j
        simp [axialField, mul_div_assoc, Finset.mul_sum] }
  have hT : Function.Injective T := by
    rw [injective_iff_map_eq_zero]
    intro q hq
    funext i
    exact charges_eq_zero hx hy hxy le_rfl q (fun j => congrFun hq j) i
  obtain ⟨q, hq⟩ := LinearMap.injective_iff_surjective.mp hT φ
  exact ⟨q, fun j => congrFun hq j, fun r hr => hT ((funext hr : T r = φ).trans hq.symm)⟩
```

Sites and reading points now share the index type `ι`, which expresses that their numbers are equal; it does not pair a reading with a particular site. The map is `T`, its injectivity is `hT`, and `LinearMap.injective_iff_surjective` supplies the dimension argument. The symbol `∃!` means "there is exactly one".

The existence half has a consequence for fitting with this kernel: $n$ readings can be matched exactly by charges at any $n$ distinct sites that avoid the reading points. A perfect fit of $n$ charges to $n$ readings is therefore no evidence that the assumed sites are right.

## Charges that too few readings cannot see

Let $m<n$. To make the field vanish at all reading points, choose the charges so that the numerator has its zeros there:

$$N(X)=\prod_j(X-y_j).$$

Comparing the values at $X=x_i$ fixes what the charges must be,

$$q_i=\frac{\prod_j(x_i-y_j)}{\prod_{k\ne i}(x_i-x_k)}.$$

```lean
/-- Charges built from the sites `x` and the reading points `y`, as a ratio of products of
signed distances. -/
def hiddenCharge (x : ι → ℝ) (y : κ → ℝ) (i : ι) : ℝ :=
  (∏ j, (x i - y j)) / ∏ k ∈ Finset.univ.erase i, (x i - x k)
```

It remains to check that these charges do what was asked. None of them is zero, because no site is a reading point. With this choice, $N(X)$ and $\prod_j(X-y_j)$ agree at all $n$ distinct sites. Both have degree below $n$, the second because $m<n$, so they are the same polynomial. At a reading point this gives

$$0=N(y_j)=\Big(\prod_k(y_j-x_k)\Big)F(y_j),$$

and since the product is nonzero, $F(y_j)=0$.

For sites $0$ and $1$ and a single reading at $2$, the recipe gives $q=(-2)/(-1)=2$ at $0$ and $q=(-1)/1=-1$ at $1$, the pair of charges used above.

```lean
omit [DecidableEq κ] in
/-- For distinct sites and fewer readings than charges, none taken at a site, the hidden charges are
all nonzero and yet their field vanishes at every reading point. -/
theorem hiddenCharge_invisible {x : ι → ℝ} {y : κ → ℝ} (hx : Function.Injective x)
    (hxy : ∀ j i, y j ≠ x i) (hc : Fintype.card κ < Fintype.card ι) :
    (∀ i, hiddenCharge x y i ≠ 0) ∧ ∀ j, axialField x (hiddenCharge x y) (y j) = 0 := by
  refine ⟨fun i => div_ne_zero (Finset.prod_ne_zero_iff.mpr fun j _ =>
    sub_ne_zero.mpr (hxy j i).symm) (site_prod_ne_zero hx i), fun j => ?_⟩
  have hd : (numerator x (hiddenCharge x y)).degree <
      ((Finset.univ : Finset ι).card : WithBot ℕ) := by
    rw [Finset.card_univ]
    exact numerator_degree_lt x _
  have hn : (Lagrange.nodal Finset.univ y).degree <
      ((Finset.univ : Finset ι).card : WithBot ℕ) := by
    rw [Lagrange.degree_nodal, Finset.card_univ, Finset.card_univ]
    exact_mod_cast hc
  -- the numerator and the product of `X - y j` agree at all sites, hence coincide
  have h1 := Lagrange.eq_interpolate_of_eval_eq (s := Finset.univ) (v := x)
    (fun i => ∏ l, (x i - y l)) hx.injOn hd (fun i _ => by
      rw [numerator_eval_site, hiddenCharge, div_mul_cancel₀ _ (site_prod_ne_zero hx i)])
  have h2 := Lagrange.eq_interpolate_of_eval_eq (s := Finset.univ) (v := x)
    (fun i => ∏ l, (x i - y l)) hx.injOn hn (fun i _ => Lagrange.eval_nodal)
  have h := congrArg (eval (y j)) (h1.trans h2.symm)
  rw [numerator_eval_off _ (hxy j), Lagrange.eval_nodal] at h
  have hz : ∏ l, (y j - y l) = 0 := Finset.prod_eq_zero (Finset.mem_univ j) (sub_self _)
  rw [hz] at h
  exact (mul_eq_zero.mp h).resolve_left
    (Finset.prod_ne_zero_iff.mpr fun k _ => sub_ne_zero.mpr (hxy j k))

end

end AxialChargeRecovery
```

The first half of the conclusion says that every hidden charge is nonzero, the second that every reading vanishes. Interpolation is now done through the sites instead of the reading points: `h1` and `h2` identify the numerator and the product $\prod_j(X-y_j)$ with the same interpolating polynomial, and `h` evaluates the resulting equality at $y_j$. The reading points need not be distinct in this theorem, since a repeated reading adds no constraint.

```lean
#print axioms AxialChargeRecovery.existsUnique_charges
#print axioms AxialChargeRecovery.hiddenCharge_invisible
```

```
'AxialChargeRecovery.existsUnique_charges' depends on axioms: [propext, Classical.choice, Quot.sound]
'AxialChargeRecovery.hiddenCharge_invisible' depends on axioms: [propext, Classical.choice, Quot.sound]
```
